# The Löwdin retraction of a straight orbital step stays within a cubic error of the geodesic

Take one occupied orbital $c$ and one search direction $u$, orthogonal unit vectors, and let $x$ be the signed step length. The straight step $c + x u$ has length $\sqrt{1+x^2}$, and normalising it gives

$$\frac{c + x u}{\sqrt{1+x^2}} = \cos(\arctan x)\, c + \sin(\arctan x)\, u .$$

Moving along the great circle by arc length $x$ gives $\cos(x)\, c + \sin(x)\, u$ instead. Both points lie on the same circle and differ only in their angle. With several orbitals, and search directions orthogonal to all of them, the same thing happens independently in each of a set of mutually orthogonal planes.

For direct minimisation over real orbitals in a finite orthonormal basis, this measures how far Löwdin orthonormalisation departs from a geodesic step. It concerns the orbitals alone, not the energy or the convergence of the minimiser.

## Orbitals, steps and rotations

The finite type `n` labels basis functions and `k` labels occupied orbitals. Orbitals are the columns of real matrices.

In Lean 4 with Mathlib:

```lean
import Mathlib

open Matrix

namespace LowdinRetraction

noncomputable section

variable {n k : Type*} [Fintype n] [Fintype k] [DecidableEq k]
```

`OrthoFrame C U V` collects the orthogonality conditions on the occupied orbitals $C$, the search directions $U$ and the mixing matrix $V$. Since $U$ has as many columns as $C$, there must be at least as many virtual as occupied dimensions.

```lean
/-- Occupied orbitals `C` and search directions `U` are orthonormal and mutually orthogonal,
and `V` is an orthogonal matrix. -/
structure OrthoFrame (C U : Matrix n k ℝ) (V : Matrix k k ℝ) : Prop where
  CC : Cᵀ * C = 1
  UU : Uᵀ * U = 1
  CU : Cᵀ * U = 0
  VV : Vᵀ * V = 1
```

For amplitudes $a_i$ and $b_i$, `frame` is $(CV\,\mathrm{diag}(a) + U\,\mathrm{diag}(b))V^T$.

```lean
/-- Orbitals with amplitudes `a` along `C V` and `b` along `U`, turned back by `Vᵀ`. -/
def frame (C U : Matrix n k ℝ) (V : Matrix k k ℝ) (a b : k → ℝ) : Matrix n k ℝ :=
  (C * V * diagonal a + U * diagonal b) * Vᵀ
```

Choosing $a_i=\cos\theta_i$ and $b_i=\sin\theta_i$ turns each column of $CV$ towards the matching column of $U$. With $\theta_i = t s_i$ this is the usual form of the Grassmann geodesic leaving $C$ with velocity $USV^T$, where $S=\mathrm{diag}(s)$; the code adopts that form as a definition and derives no geodesic equation.

```lean
/-- The geodesic form: columns of `C V` rotated towards those of `U` by the angles `θ i`, then
turned back by `Vᵀ`. -/
def rotated (C U : Matrix n k ℝ) (V : Matrix k k ℝ) (θ : k → ℝ) : Matrix n k ℝ :=
  frame C U V (fun i => Real.cos (θ i)) (fun i => Real.sin (θ i))
```

The straight step is $X = C + t\,USV^T$. The factorised direction is given, and $t$ and the $s_i$ may be any real numbers.

```lean
/-- The straight step `X = C + t U S Vᵀ`. -/
def step (C U : Matrix n k ℝ) (V : Matrix k k ℝ) (s : k → ℝ) (t : ℝ) : Matrix n k ℝ :=
  C + t • (U * diagonal s * Vᵀ)
```

Löwdin orthonormalisation multiplies $X$ by the inverse square root of its overlap matrix $X^TX$. `IsInvSqrt M R` characterises that matrix by its properties: $R$ is positive semidefinite and $R^2M=1$.

```lean
/-- `R` is the inverse square root of `M`: positive semidefinite, with square inverse to `M`. -/
def IsInvSqrt (M R : Matrix k k ℝ) : Prop := R.PosSemidef ∧ R * R * M = 1
```

Distances are measured in the Frobenius norm $\|A\|_F=\sqrt{\mathrm{Tr}(A^TA)}$.

```lean
/-- The Frobenius norm, the square root of `Tr (Aᵀ A)`. -/
def frobNorm (A : Matrix n k ℝ) : ℝ := √(trace (Aᵀ * A))
```

## (a) Matrices diagonal in the basis $V$

Show that, for $V^TV=1$ and any $M$ with columns labelled by `k`,

$$M V^T\,\bigl(V\,\mathrm{diag}(d)\,V^T\bigr) = M\,\mathrm{diag}(d)\,V^T .$$

**Solution.** Regroup the left side as $M(V^TV)\,\mathrm{diag}(d)V^T$ and use $V^TV=1$.

```lean
variable {C U : Matrix n k ℝ} {V : Matrix k k ℝ}

/-- A matrix diagonal in the basis `V` acts by rescaling columns in that basis. -/
theorem mul_spectral {m : Type*} (hV : Vᵀ * V = 1) (M : Matrix m k ℝ) (d : k → ℝ) :
    M * Vᵀ * (V * diagonal d * Vᵀ) = M * diagonal d * Vᵀ := by
  calc _ = M * ((Vᵀ * V) * (diagonal d * Vᵀ)) := by simp only [Matrix.mul_assoc]
    _ = _ := by rw [hV, Matrix.one_mul, Matrix.mul_assoc]
```

## (b) The overlap matrix of a frame

Let $F=(CVA+UB)V^T$ with $A=\mathrm{diag}(a)$ and $B=\mathrm{diag}(b)$. Show that

$$F^TF = V\,\mathrm{diag}(a_i^2+b_i^2)\,V^T .$$

**Solution.** Expanding gives

$$V\bigl(AV^TC^TCVA + AV^TC^TUB + BU^TCVA + BU^TUB\bigr)V^T .$$

The cross terms vanish because $C^TU=0$ and, by transposition, $U^TC=0$. The others are $A^2$ and $B^2$. In the proof, `simp only` and `abel` carry out the expansion, and the orthogonality conditions are then substituted.

```lean
/-- The overlap matrix of a frame is diagonal in the basis `V`. -/
theorem frame_gram (h : OrthoFrame C U V) (a b : k → ℝ) :
    (frame C U V a b)ᵀ * frame C U V a b =
      V * diagonal (fun i => a i * a i + b i * b i) * Vᵀ := by
  have hUC := congrArg transpose h.CU
  rw [transpose_mul, transpose_transpose, transpose_zero] at hUC
  calc _ = V * (diagonal a * (Vᵀ * (Cᵀ * C) * V) * diagonal a
        + diagonal a * Vᵀ * (Cᵀ * U) * diagonal b + diagonal b * (Uᵀ * C) * V * diagonal a
        + diagonal b * (Uᵀ * U) * diagonal b) * Vᵀ := by
        simp only [frame, transpose_add, transpose_mul, transpose_transpose,
          diagonal_transpose, Matrix.add_mul, Matrix.mul_add, Matrix.mul_assoc]
        abel
    _ = _ := by
        rw [h.CC, h.CU, hUC, h.UU]
        simp [h.VV, diagonal_mul_diagonal, diagonal_add]
```

## (c) The straight step as a frame

Show that

$$X = \bigl(CV + U\,\mathrm{diag}(t s_i)\bigr)V^T .$$

**Solution.** Since $V$ is square, $V^TV=1$ implies $VV^T=1$. Hence $CVV^T=C$, and the second term is $t\,USV^T$.

```lean
/-- The straight step has amplitudes `1` along `C V` and `t * s i` along `U`. -/
theorem step_eq_frame (h : OrthoFrame C U V) (s : k → ℝ) (t : ℝ) :
    step C U V s t = frame C U V (fun _ => 1) (fun i => t * s i) := by
  have hd : diagonal (fun i => t * s i) = t • diagonal s := by
    ext i j
    by_cases hij : i = j <;> simp [hij]
  rw [step, frame, hd, diagonal_one, Matrix.mul_one, Matrix.add_mul, Matrix.mul_assoc C,
    mul_eq_one_comm.mp h.VV, Matrix.mul_one, Matrix.mul_smul, Matrix.smul_mul]
```

## (d) Uniqueness of the positive square root

Let $Q=V\,\mathrm{diag}(d)V^T$ with $V^TV=1$ and all $d_i>0$, and let $R$ be positive semidefinite. Show that

$$R^2=Q^2 \quad\Longrightarrow\quad R=Q .$$

**Solution.** Put $W=(R-Q)V$. Since $QV=V\,\mathrm{diag}(d)$,

$$RW = Q^2V-RQV = -(R-Q)QV = -W\,\mathrm{diag}(d).$$

Column $j$ of $W$, called $w_j$, therefore satisfies $Rw_j=-d_jw_j$, so

$$0\le w_j^TRw_j=-d_j\,w_j^Tw_j .$$

As $d_j>0$, this forces $w_j=0$. Thus $W=0$ and $R-Q=WV^T=0$. The code obtains the matrix identity as `hW` and the vanishing columns as `hW0`.

```lean
/-- A positive semidefinite `R` with the same square as `V diag(d) Vᵀ`, all `d i > 0`,
equals that matrix. -/
theorem posSqrt_unique (hV : Vᵀ * V = 1) {d : k → ℝ} (hd : ∀ i, 0 < d i)
    {R : Matrix k k ℝ} (hR : R.PosSemidef)
    (h : R * R = V * diagonal d * Vᵀ * (V * diagonal d * Vᵀ)) :
    R = V * diagonal d * Vᵀ := by
  have hQV : V * diagonal d * Vᵀ * V = V * diagonal d := by
    rw [Matrix.mul_assoc, hV, Matrix.mul_one]
  generalize V * diagonal d * Vᵀ = Q at *
  obtain ⟨W, hWd⟩ : ∃ W, W = (R - Q) * V := ⟨_, rfl⟩
  -- nonzero columns of `W` would be eigenvectors of `R` with negative eigenvalues
  have hW : R * W = -(W * diagonal d) := by
    calc R * W = (R * R - Q * Q) * V - (R - Q) * (Q * V) := by rw [hWd]; noncomm_ring
      _ = _ := by rw [h, hQV, sub_self, zero_mul, zero_sub, hWd, Matrix.mul_assoc]
  have hW0 : W = 0 := by
    ext i j
    have hw : R *ᵥ (fun i => W i j) = (-d j) • fun i => W i j := by
      funext l
      have e := congrFun (congrFun hW l) j
      rw [Matrix.neg_apply, mul_diagonal] at e
      exact e.trans (by simp [mul_comm])
    have hp := hR.dotProduct_mulVec_nonneg (fun i => W i j)
    rw [hw, dotProduct_smul, smul_eq_mul] at hp
    have h0 := dotProduct_star_self_nonneg (fun i => W i j)
    have hz : star (fun i => W i j) ⬝ᵥ (fun i => W i j) = 0 :=
      le_antisymm (by nlinarith [hd j]) h0
    exact congrFun (dotProduct_star_self_eq_zero.mp hz) i
  have e : R - Q = W * Vᵀ := by
    rw [hWd, Matrix.mul_assoc, mul_eq_one_comm.mp hV, Matrix.mul_one]
  rw [hW0, Matrix.zero_mul] at e
  exact sub_eq_zero.mp e
```

## (e) The inverse square root of the overlap

Show that $X^TX$ has exactly one inverse square root in the sense of `IsInvSqrt`, namely

$$R = V\,\mathrm{diag}\bigl(\cos(\arctan(t s_i))\bigr)V^T .$$

**Solution.** Parts (b) and (c) give $X^TX=V\,\mathrm{diag}(1+t^2s_i^2)V^T$. Because $\cos^2(\arctan x)=1/(1+x^2)$, the proposed matrix squares to the inverse of $X^TX$. Its diagonal entries in the basis $V$ are positive, so it is positive semidefinite. This is `hQ` in the proof. Any other candidate has the same square, because inverses are unique, and part (d) identifies the two.

```lean
/-- The overlap matrix `Xᵀ X` of the straight step has exactly one inverse square root,
`V cos(arctan(t S)) Vᵀ`. -/
theorem isInvSqrt_gram_iff (h : OrthoFrame C U V) (s : k → ℝ) (t : ℝ) (R : Matrix k k ℝ) :
    IsInvSqrt ((step C U V s t)ᵀ * step C U V s t) R ↔
      R = V * diagonal (fun i => Real.cos (Real.arctan (t * s i))) * Vᵀ := by
  have hQ : IsInvSqrt ((step C U V s t)ᵀ * step C U V s t)
      (V * diagonal (fun i => Real.cos (Real.arctan (t * s i))) * Vᵀ) := by
    constructor
    · have := (Matrix.PosSemidef.diagonal (d := fun i => Real.cos (Real.arctan (t * s i)))
        fun i => (Real.cos_arctan_pos _).le).mul_mul_conjTranspose_same V
      rwa [conjTranspose_eq_transpose_of_trivial] at this
    · have hone : ∀ i, Real.cos (Real.arctan (t * s i)) * Real.cos (Real.arctan (t * s i)) *
          (1 * 1 + t * s i * (t * s i)) = 1 := fun i => by
        have hc := Real.cos_sq_arctan (t * s i)
        rw [eq_div_iff (by positivity)] at hc
        linear_combination hc
      rw [step_eq_frame h, frame_gram h, mul_spectral h.VV, mul_spectral h.VV,
        Matrix.mul_assoc V, diagonal_mul_diagonal, Matrix.mul_assoc V, diagonal_mul_diagonal]
      simp only [hone, diagonal_one, Matrix.mul_one]
      exact mul_eq_one_comm.mp h.VV
  refine ⟨fun hR => ?_, fun e => e ▸ hQ⟩
  exact posSqrt_unique h.VV (fun i => Real.cos_arctan_pos _) hR.1
    (left_inv_eq_right_inv hR.2 (mul_eq_one_comm.mp hQ.2))
```

## (f) The distance between two rotations

Let $Y(\theta)$ denote `rotated C U V θ`. Show that

$$\|Y(\theta)-Y(\varphi)\|_F = \sqrt{\sum_i 2\bigl(1-\cos(\theta_i-\varphi_i)\bigr)} .$$

**Solution.** The difference is a frame with amplitudes $\cos\theta_i-\cos\varphi_i$ and $\sin\theta_i-\sin\varphi_i$. By (b) and cyclicity of the trace, its squared norm is

$$\sum_i\bigl[(\cos\theta_i-\cos\varphi_i)^2+(\sin\theta_i-\sin\varphi_i)^2\bigr].$$

Each bracket equals $2-2\cos(\theta_i-\varphi_i)$.

```lean
/-- The Frobenius distance between two rotated sets of orbitals depends only on the
differences of their angles. -/
theorem frobNorm_rotated_sub (h : OrthoFrame C U V) (θ φ : k → ℝ) :
    frobNorm (rotated C U V θ - rotated C U V φ) =
      √(∑ i, 2 * (1 - Real.cos (θ i - φ i))) := by
  have e : rotated C U V θ - rotated C U V φ =
      frame C U V (fun i => Real.cos (θ i) - Real.cos (φ i))
        (fun i => Real.sin (θ i) - Real.sin (φ i)) := by
    simp only [rotated, frame, ← diagonal_sub, Matrix.mul_sub, Matrix.add_mul, Matrix.sub_mul]
    abel
  rw [frobNorm, e, frame_gram h, trace_mul_comm, ← Matrix.mul_assoc, h.VV, Matrix.one_mul,
    trace_diagonal]
  congr 1
  refine Finset.sum_congr rfl fun i _ => ?_
  rw [Real.cos_sub]
  linear_combination Real.sin_sq_add_cos_sq (θ i) + Real.sin_sq_add_cos_sq (φ i)
```

## (g) The error in one angle

Show that for every real $x$

$$|x-\arctan x|\le \frac{|x|^3}{3}.$$

**Solution.** Differentiate two functions that vanish at zero:

$$\frac{d}{dx}(x-\arctan x)=\frac{x^2}{1+x^2},\qquad
\frac{d}{dx}\Bigl(\frac{x^3}{3}-x+\arctan x\Bigr)=\frac{x^4}{1+x^2}.$$

Both are nondecreasing, so $0\le x-\arctan x\le x^3/3$ for $x\ge0$, with the inequalities reversed for $x\le0$. The code calls these monotonicity statements `m1` and `m2`.

```lean
/-- The angle `arctan x` differs from `x` by at most `|x|³ / 3`. -/
theorem abs_sub_arctan_le (x : ℝ) : |x - Real.arctan x| ≤ |x| ^ 3 / 3 := by
  have hq : ∀ y : ℝ, 1 / (1 + y ^ 2) * (1 + y ^ 2) = 1 := fun y => by
    have : 1 + y ^ 2 ≠ 0 := by positivity
    field_simp
  have h1 : ∀ y : ℝ, HasDerivAt (fun z => z - Real.arctan z) (1 / (1 + y ^ 2) * y ^ 2) y :=
    fun y => ((hasDerivAt_id' y).fun_sub (Real.hasDerivAt_arctan y)).congr_deriv
      (by linear_combination (-1) * hq y)
  have h2 : ∀ y : ℝ, HasDerivAt (fun z => z ^ 3 / 3 - (z - Real.arctan z))
      (1 / (1 + y ^ 2) * y ^ 4) y := fun y => by
    have hp : HasDerivAt (fun z : ℝ => z ^ 3 / 3) (y ^ 2) y :=
      ((hasDerivAt_pow 3 y).div_const 3).congr_deriv
        (by rw [show (3 - 1 : ℕ) = 2 from rfl]; push_cast; ring)
    exact (hp.fun_sub (h1 y)).congr_deriv (by linear_combination (-y ^ 2) * hq y)
  -- both differences increase through zero at the origin
  have m1 := monotone_of_deriv_nonneg (fun y => (h1 y).differentiableAt)
    (fun y => by rw [(h1 y).deriv]; positivity)
  have m2 := monotone_of_deriv_nonneg (fun y => (h2 y).differentiableAt)
    (fun y => by rw [(h2 y).deriv]; positivity)
  rcases le_total 0 x with hx | hx
  · have a1 := m1 hx
    have a2 := m2 hx
    norm_num at a1 a2
    rw [abs_of_nonneg hx, abs_of_nonneg (by linarith)]
    linarith
  · have a1 := m1 hx
    have a2 := m2 hx
    norm_num at a1 a2
    rw [abs_of_nonpos hx, abs_of_nonpos (by linarith)]
    linarith [show (-x) ^ 3 = -x ^ 3 by ring]
```

## (h) Löwdin angles and the cubic bound

Let $R$ be the inverse square root of $X^TX$. Show that

$$XR = Y(\theta),\quad \theta_i=\arctan(t s_i),\qquad
\|XR-Y(\varphi)\|_F\le\frac{|t|^3}{3}\sqrt{\sum_i s_i^6},\quad \varphi_i=t s_i .$$

**Solution.** By (a), (c) and (e), $XR$ is a frame with amplitudes $\cos\theta_i$ and $t s_i\cos\theta_i$. The latter is $\sin\theta_i$, since $\tan\theta_i=t s_i$. This proves the first claim.

For the second, use (f), the inequality $1-\cos\delta\le\delta^2/2$, and (g):

$$\sum_i2\bigl(1-\cos(\theta_i-\varphi_i)\bigr)\le\sum_i(\theta_i-\varphi_i)^2\le\sum_i\frac{t^6s_i^6}{9}.$$

Taking square roots gives the bound. In the code, `c1` is the cosine inequality and `c2` the squared angle estimate.

```lean
/-- Löwdin orthonormalisation of the straight step gives the geodesic form with angles
`arctan (t * s i)`, within `|t|³ √(∑ s i ^ 6) / 3` of the form with angles `t * s i`. -/
theorem lowdin_retraction (h : OrthoFrame C U V) (s : k → ℝ) (t : ℝ) {R : Matrix k k ℝ}
    (hR : IsInvSqrt ((step C U V s t)ᵀ * step C U V s t) R) :
    step C U V s t * R = rotated C U V (fun i => Real.arctan (t * s i)) ∧
    frobNorm (step C U V s t * R - rotated C U V (fun i => t * s i)) ≤
      |t| ^ 3 * √(∑ i, s i ^ 6) / 3 := by
  have hX : step C U V s t * R = rotated C U V (fun i => Real.arctan (t * s i)) := by
    have hs : ∀ i, t * s i * Real.cos (Real.arctan (t * s i)) =
        Real.sin (Real.arctan (t * s i)) := fun i => by
      rw [Real.sin_arctan, Real.cos_arctan]; ring
    rw [(isInvSqrt_gram_iff h s t R).mp hR, step_eq_frame h, frame, mul_spectral h.VV,
      Matrix.add_mul, Matrix.mul_assoc (C * V), Matrix.mul_assoc U,
      diagonal_mul_diagonal, diagonal_mul_diagonal]
    simp only [one_mul, hs, rotated, frame]
  refine ⟨hX, ?_⟩
  rw [hX, frobNorm_rotated_sub h, Real.sqrt_le_iff]
  refine ⟨by positivity, ?_⟩
  have h6 : ∀ x : ℝ, (|x| ^ 3) ^ 2 = x ^ 6 := fun x => by
    calc (|x| ^ 3) ^ 2 = (|x| ^ 2) ^ 3 := by ring
      _ = x ^ 6 := by rw [sq_abs]; ring
  have hS : 0 ≤ ∑ i, s i ^ 6 := Finset.sum_nonneg fun i _ => by positivity
  rw [div_pow, mul_pow, Real.sq_sqrt hS, h6, Finset.mul_sum, Finset.sum_div]
  refine Finset.sum_le_sum fun i _ => ?_
  -- the chord is no longer than the arc, and the arc is bounded by a cubic in the step
  have c1 := Real.one_sub_sq_div_two_le_cos (x := Real.arctan (t * s i) - t * s i)
  have c2 := pow_le_pow_left₀ (abs_nonneg _) (abs_sub_arctan_le (t * s i)) 2
  rw [sq_abs, div_pow, h6, mul_pow] at c2
  linarith [show (Real.arctan (t * s i) - t * s i) ^ 2 =
    (t * s i - Real.arctan (t * s i)) ^ 2 by ring]
```

## (i) A four-function example

In a basis of four functions, let $C$ hold the first two unit vectors and $U$ the last two. Verify that

$$V=\begin{pmatrix}3/5&-4/5\\4/5&3/5\end{pmatrix}$$

completes an `OrthoFrame`.

**Solution.** The columns of $C$ and $U$ are the four coordinate unit vectors, which are orthonormal; this settles three conditions. The columns of $V$ have squared length $9/25+16/25=1$ and inner product $-12/25+12/25=0$. The code checks every matrix entry.

```lean
/-- Two occupied orbitals and two search directions in a four-function basis, with a
rotation `V`, satisfy the orthogonality conditions. -/
theorem orthoFrame_witness :
    OrthoFrame (!![1, 0; 0, 1; 0, 0; 0, 0] : Matrix (Fin 4) (Fin 2) ℝ)
      !![0, 0; 0, 0; 1, 0; 0, 1] !![3/5, -4/5; 4/5, 3/5] := by
  constructor <;> ext i j <;> fin_cases i <;> fin_cases j <;>
    norm_num [Matrix.mul_apply, Fin.sum_univ_succ]

end

end LowdinRetraction
```

```lean
#print axioms LowdinRetraction.lowdin_retraction
```

```
'LowdinRetraction.lowdin_retraction' depends on axioms: [propext, Classical.choice, Quot.sound]
```
